# A sum of squared factorized integrals with orbital exponentials as a weighted sum of squared auxiliary-matrix entries

The theorem concerns two-electron integrals $(ia|jb)=\sum_p B^p_{ia}B^p_{jb}$, defined exactly by real three-index factors, with all index sets finite. Their squares are summed over $i,j,a,b$ and over points $q$, with weights $w_q/A$ and an exponential factor for each orbital, where $A$ is a nonzero energy scale. The claim is that this equals $\sum_q (w_q/A)\sum_{p,r} D_{pr}(t_q)^2$, where $D_{pr}(s)=\sum_{i,a}B^p_{ia}B^r_{ia}\,e^{-s\varepsilon_a/A}e^{s\varepsilon_i/A}$. The proof fixes $q$, expands each squared entry into four orbital sums, moves the sums over $p$ and $r$ inside them, and then compares the two sides term by term.

In Lean, a first try:

```lean
import Mathlib

open Finset

namespace FactorizedSumEriSq

noncomputable section

variable {Q O V P : Type*} [Fintype Q] [Fintype O] [Fintype V] [Fintype P]

/-- The factorized sum, in which each orbital carries its own exponential factor;
the energy scale `A` is nonzero. -/
def factorizedSum (w t : Q → ℝ) (A : ℝ) (eo : O → ℝ) (ev : V → ℝ)
    (c : O → O → V → V → ℝ) : ℝ :=
  ∑ q, ∑ i, ∑ j, ∑ a, ∑ b, c i j a b * (w q / A) *
    Real.exp (-t q * ev a / A) * Real.exp (-t q * ev b / A) *
    Real.exp (t q * eo i / A) * Real.exp (t q * eo j / A)

/-- The two-electron integral `(ia|jb)` assembled from real three-index factors. -/
def eri (B : P → O → V → ℝ) (i : O) (a : V) (j : O) (b : V) : ℝ :=
  ∑ p, B p i a * B p j b

/-- The matrix over auxiliary functions obtained by contracting the three-index factors
with the orbital exponentials of exponent `s`; the energy scale `A` is nonzero. -/
def dressed (s A : ℝ) (eo : O → ℝ) (ev : V → ℝ) (B : P → O → V → ℝ) (p r : P) : ℝ :=
  ∑ i, ∑ a, B p i a * B r i a * (Real.exp (-s * ev a / A) * Real.exp (s * eo i / A))

/-- A finite sum over an extra index can be moved inside the four orbital sums. -/
theorem sum_swap4 {K : Type*} [Fintype K] (G : K → O → O → V → V → ℝ) :
    ∑ k, ∑ i, ∑ j, ∑ a, ∑ b, G k i j a b = ∑ i, ∑ j, ∑ a, ∑ b, ∑ k, G k i j a b := by
  refine sum_comm.trans (sum_congr rfl fun i _ => ?_)
  refine sum_comm.trans (sum_congr rfl fun j _ => ?_)
  refine sum_comm.trans (sum_congr rfl fun a _ => ?_)
  exact sum_comm

/-- For squared integrals `(ia|jb)²` built from three-index factors, the factorized sum
is a weighted sum of squared entries of the dressed auxiliary matrices. -/
theorem factorizedSum_eri_sq (w t : Q → ℝ) (A : ℝ) (eo : O → ℝ) (ev : V → ℝ)
    (B : P → O → V → ℝ) :
    factorizedSum w t A eo ev (fun i j a b => eri B i a j b ^ 2) =
      ∑ q, w q / A * ∑ p, ∑ r, dressed (t q) A eo ev B p r ^ 2 := by
  have hsq : ∀ f : O → V → ℝ,
      (∑ i, ∑ a, f i a) ^ 2 = ∑ i, ∑ j, ∑ a, ∑ b, f i a * f j b := by
    intro f
    rw [sq, sum_mul_sum]
    exact sum_congr rfl fun i _ => sum_congr rfl fun j _ => sum_mul_sum _ _ _ _
  simp only [factorizedSum]
  refine sum_congr rfl fun q _ => ?_
  -- bring the auxiliary sums inside the orbital sums
  simp only [dressed, hsq, sum_swap4]
  rw [mul_sum]
  refine sum_congr rfl fun i _ => ?_
  rw [mul_sum]
  refine sum_congr rfl fun j _ => ?_
  rw [mul_sum]
  refine sum_congr rfl fun a _ => ?_
  rw [mul_sum]
  refine sum_congr rfl fun b _ => ?_
  rw [eri, sq, sum_mul_sum]
  simp only [mul_sum, sum_mul]
  refine sum_congr rfl fun p _ => sum_congr rfl fun r _ => ?_
  ring

end

end FactorizedSumEriSq
```

Lean reports:

```
Main.lean:50:2: error: `simp` failed: maximum number of steps exceeded
```

The message says that `simp` used up its allowed number of steps. The cause is `sum_swap4`, which holds for arbitrary index types and so can be applied again to its own output.

Once `dressed` and `hsq` are expanded, the sums on the right run over `P, P, O, O, V, V`, from the outside in. Two swaps give the intended order `O, O, V, V, P, P`. But the five inner sums, over `O, V, V, P, P`, again fit the lemma's pattern of one type followed by two equal pairs, with `V` and `P` now in the roles of `O` and `V`. Further swaps lead to `V, V, P, P, O, O` and then back to `P, P, O, O, V, V`, so the rewriting goes round in a circle.

The repair states the same identity as `hswap`, with the types fixed, and proves it by `sum_swap4`. This version only moves a sum over `P` inwards past sums over `O, O, V, V`. Once both auxiliary sums are innermost it no longer applies, and `simp` stops at the order the following steps need.

After these edits no error is left:

```diff
@@ -48,5 +48,8 @@
   refine sum_congr rfl fun q _ => ?_
   -- bring the auxiliary sums inside the orbital sums
-  simp only [dressed, hsq, sum_swap4]
+  have hswap : ∀ G : P → O → O → V → V → ℝ,
+      ∑ p, ∑ i, ∑ j, ∑ a, ∑ b, G p i j a b =
+        ∑ i, ∑ j, ∑ a, ∑ b, ∑ p, G p i j a b := fun G => sum_swap4 G
+  simp only [dressed, hsq, hswap]
   rw [mul_sum]
   refine sum_congr rfl fun i _ => ?_
```
